# Particle–hole symmetry of the Fermi matrix of a finite Hermitian Hamiltonian

Let \(H\) be a Hermitian complex \(n\times n\) matrix. Then \(1+e^H\) is invertible, and the Fermi matrix

\[
\gamma(H) = (1+e^{H})^{-1}
\]

commutes with \(H\). Both \(\gamma(H)\) and the hole matrix \(1-\gamma(H)\) are positive definite, and

\[
1-\gamma(H) = (1+e^{-H})^{-1} = \gamma(-H).
\]

Here \(H=(h-\mu 1)/k_BT\), where \(h\) is a one-particle Hamiltonian in a finite orthonormal basis, \(\mu\) the chemical potential, \(k_B\) Boltzmann's constant and \(T>0\) the temperature. For non-interacting fermions, or a mean-field calculation with its effective Hamiltonian held fixed, \(\gamma(H)\) is the one-particle density matrix of the grand canonical ensemble at temperature \(T\).

## The Fermi matrix as an inverse

The basis functions are labelled by a finite type `n`, and operators are complex matrices over it.

```lean
import Mathlib

open Matrix
open scoped ComplexOrder

namespace FermiMatrix

variable {n : Type*} [Fintype n] [DecidableEq n]
```

The Fermi–Dirac function \(1/(1+e^x)\) becomes a matrix inverse when the number \(x\) is replaced by \(H\).

```lean
/-- The Fermi matrix `(1 + exp H)⁻¹` of a one-particle Hamiltonian `H`, measured from the chemical
potential in units of the temperature; it is a genuine inverse when `1 + exp H` is invertible. -/
noncomputable def fermi (H : Matrix n n ℂ) : Matrix n n ℂ :=
  (1 + NormedSpace.exp H)⁻¹
```

This formula is the starting point: its derivation from a grand canonical average over many-particle states is taken as known. Temperature and chemical potential appear only through `H`.

## Positivity of the Boltzmann factor

Put \(A=e^{H/2}\). Since \(H\) is Hermitian, so is \(A\), and \(A\) has the inverse \(e^{-H/2}\). Because \(H/2\) commutes with itself, \(e^H=A^\dagger A\). For every vector \(x\neq0\),

\[
x^\dagger e^H x = \|Ax\|^2 > 0 .
\]

```lean
/-- The exponential of a Hermitian matrix is positive definite. -/
theorem exp_posDef {H : Matrix n n ℂ} (hH : H.IsHermitian) :
    (NormedSpace.exp H).PosDef := by
  have hhalf : ((1 / 2 : ℂ) • H).IsHermitian := by
    rw [Matrix.IsHermitian, Matrix.conjTranspose_smul, hH.eq]
    simp
  have hsum : (1 / 2 : ℂ) • H + (1 / 2 : ℂ) • H = H := by module
  -- exp H is the square of the Hermitian invertible matrix exp (H / 2)
  have hsq : NormedSpace.exp H =
      (NormedSpace.exp ((1 / 2 : ℂ) • H))ᴴ * NormedSpace.exp ((1 / 2 : ℂ) • H) := by
    rw [hhalf.exp.eq, ← Matrix.exp_add_of_commute _ _ (Commute.refl _), hsum]
  rw [hsq]
  exact Matrix.PosDef.conjTranspose_mul_self _
    (Matrix.mulVec_injective_of_isUnit (Matrix.isUnit_exp _))
```

The hypothesis `H.IsHermitian` says \(H^\dagger=H\), and `PosDef` means Hermitian with a strictly positive quadratic form on nonzero vectors. The step `hsq` is the factorisation \(e^H=A^\dagger A\); the last line uses the invertibility of \(A\) to exclude \(Ax=0\).

Adding the identity keeps the form positive:

\[
x^\dagger(1+e^H)x = \|x\|^2+\|Ax\|^2>0 .
\]

```lean
/-- For Hermitian `H` the matrix `1 + exp H` is positive definite. -/
theorem one_add_exp_posDef {H : Matrix n n ℂ} (hH : H.IsHermitian) :
    (1 + NormedSpace.exp H).PosDef :=
  Matrix.PosDef.one.add (exp_posDef hH)
```

A positive definite matrix has no nonzero vector in its kernel, so \(1+e^H\) is invertible and \((1+e^H)\gamma(H)=1\).

```lean
/-- For Hermitian `H` the Fermi matrix is a true inverse of `1 + exp H`. -/
theorem one_add_exp_mul_fermi {H : Matrix n n ℂ} (hH : H.IsHermitian) :
    (1 + NormedSpace.exp H) * fermi H = 1 :=
  Matrix.mul_nonsing_inv _
    ((Matrix.isUnit_iff_isUnit_det _).mp (one_add_exp_posDef hH).isUnit)
```

Lean assigns a value to the inverse of a singular matrix as well; this theorem shows that for Hermitian `H` the inverse in `fermi` is a genuine one.

## Exchanging particles and holes

Write \(\gamma=\gamma(H)\). From \(e^{-H}e^H=1\),

\[
e^{-H}\gamma+\gamma
= e^{-H}\gamma+e^{-H}e^H\gamma
= e^{-H}(1+e^H)\gamma
= e^{-H}.
\]

Therefore

\[
(1+e^{-H})(1-\gamma)
= 1+e^{-H}-(e^{-H}\gamma+\gamma)
= 1 ,
\]

which identifies \(1-\gamma\) as the inverse of \(1+e^{-H}\).

```lean
/-- Particle-hole symmetry: for Hermitian `H` the hole matrix `1 - fermi H` is the Fermi matrix of
`-H`. -/
theorem one_sub_fermi {H : Matrix n n ℂ} (hH : H.IsHermitian) :
    1 - fermi H = fermi (-H) := by
  have hinv : NormedSpace.exp (-H) * NormedSpace.exp H = 1 := by
    rw [← Matrix.exp_add_of_commute _ _ (Commute.refl H).neg_left, neg_add_cancel,
      NormedSpace.exp_zero]
  have hbal : NormedSpace.exp (-H) * fermi H + fermi H = NormedSpace.exp (-H) := by
    calc NormedSpace.exp (-H) * fermi H + fermi H
        = NormedSpace.exp (-H) * fermi H
          + (NormedSpace.exp (-H) * NormedSpace.exp H) * fermi H := by rw [hinv, one_mul]
      _ = NormedSpace.exp (-H) * ((1 + NormedSpace.exp H) * fermi H) := by noncomm_ring
      _ = NormedSpace.exp (-H) := by rw [one_add_exp_mul_fermi hH, mul_one]
  symm
  apply Matrix.inv_eq_right_inv
  calc (1 + NormedSpace.exp (-H)) * (1 - fermi H)
      = 1 + NormedSpace.exp (-H) - (NormedSpace.exp (-H) * fermi H + fermi H) := by
        noncomm_ring
    _ = 1 := by rw [hbal]; abel
```

The first display is `hbal`, and the closing `calc` is the second. For square matrices a right inverse is the inverse, which is what `Matrix.inv_eq_right_inv` supplies.

## Commutation and strictly fractional occupations

Since \(H\) commutes with \(e^H\), it can be moved through the inverse:

\[
\gamma H = \gamma H(1+e^H)\gamma
= \gamma(1+e^H)H\gamma = H\gamma .
\]

For positivity, let \(P=1+e^H\) and \(y=P^{-1}x\) with \(x\ne0\). Then \(y\neq0\) and

\[
x^\dagger P^{-1}x = y^\dagger P y>0 .
\]

Thus \(\gamma\) is positive definite. The same argument for \(-H\), combined with particle–hole symmetry, covers \(1-\gamma\).

```lean
/-- For Hermitian `H`, `1 + exp H` is invertible, the Fermi matrix commutes with `H`, it and
its hole matrix are positive definite, and the hole matrix is `(1 + exp (-H))⁻¹`. -/
theorem fermi_main {H : Matrix n n ℂ} (hH : H.IsHermitian) :
    IsUnit (1 + NormedSpace.exp H) ∧ fermi H * H = H * fermi H ∧
      (fermi H).PosDef ∧ (1 - fermi H).PosDef ∧
      1 - fermi H = (1 + NormedSpace.exp (-H))⁻¹ := by
  have hr := one_add_exp_mul_fermi hH
  have hl : fermi H * (1 + NormedSpace.exp H) = 1 := mul_eq_one_comm.mp hr
  have hc : H * NormedSpace.exp H = NormedSpace.exp H * H := (Commute.refl H).exp_right
  have hc' : H * (1 + NormedSpace.exp H) = (1 + NormedSpace.exp H) * H := by
    rw [mul_add, add_mul, hc, mul_one, one_mul]
  refine ⟨(one_add_exp_posDef hH).isUnit, ?_, (one_add_exp_posDef hH).inv, ?_,
    one_sub_fermi hH⟩
  · -- move H through the inverse
    calc fermi H * H = fermi H * H * ((1 + NormedSpace.exp H) * fermi H) := by
          rw [hr, mul_one]
      _ = fermi H * (H * (1 + NormedSpace.exp H)) * fermi H := by simp only [mul_assoc]
      _ = (fermi H * (1 + NormedSpace.exp H)) * H * fermi H := by
          rw [hc']; simp only [mul_assoc]
      _ = H * fermi H := by rw [hl, one_mul]
  · rw [one_sub_fermi hH]
    exact (one_add_exp_posDef hH.neg).inv
```

The conclusion lists the five claims in order: invertibility (`IsUnit`), commutation, the two positivity statements and the formula for the hole matrix. Together the positivity statements place every eigenvalue of \(\gamma\) strictly between 0 and 1: at finite temperature no orbital is completely empty or completely full.

## Change of basis and level occupations

Let \(U\) be invertible. The exponential series gives \(e^{UHU^{-1}}=Ue^HU^{-1}\), and so

\[
(1+Ue^HU^{-1})\,U\gamma U^{-1}
= U(1+e^H)\gamma U^{-1}=1 .
\]

Hence \(\gamma(UHU^{-1})=U\gamma(H)U^{-1}\).

```lean
/-- Under an invertible change of basis the Fermi matrix transforms together with the
Hermitian matrix `H`. -/
theorem fermi_conj {H U : Matrix n n ℂ} (hH : H.IsHermitian) (hU : IsUnit U) :
    fermi (U * H * U⁻¹) = U * fermi H * U⁻¹ := by
  have hr : U * U⁻¹ = 1 :=
    Matrix.mul_nonsing_inv U ((Matrix.isUnit_iff_isUnit_det U).mp hU)
  have hl : U⁻¹ * U = 1 := mul_eq_one_comm.mp hr
  apply Matrix.inv_eq_right_inv
  rw [Matrix.exp_conj U H hU]
  calc (1 + U * NormedSpace.exp H * U⁻¹) * (U * fermi H * U⁻¹)
      = U * fermi H * U⁻¹ + U * NormedSpace.exp H * (U⁻¹ * U) * fermi H * U⁻¹ := by
        noncomm_ring
    _ = U * ((1 + NormedSpace.exp H) * fermi H) * U⁻¹ := by rw [hl]; noncomm_ring
    _ = 1 := by rw [one_add_exp_mul_fermi hH, mul_one, hr]
```

Hermiticity of `H` is used only to make \(1+e^H\) invertible; `U` need not be unitary. The theorem concerns similarity transformations and contains no overlap matrix.

For a diagonal matrix with real levels \(\varepsilon_i\), which like \(H\) are measured from \(\mu\) in units of \(k_BT\), the exponential acts on each diagonal entry, and

\[
(1+e^{\varepsilon_i})\,\frac{1}{1+e^{\varepsilon_i}}=1 .
\]

The Fermi matrix is then diagonal with the Fermi–Dirac occupations, and the change of basis carries this over to \(U\,\mathrm{diag}(\varepsilon)\,U^{-1}\).

```lean
/-- If `U` diagonalises the Hamiltonian with real levels `ε i`, it diagonalises the Fermi
matrix with occupations `1 / (1 + exp (ε i))`. -/
theorem fermi_levels (ε : n → ℝ) {U : Matrix n n ℂ} (hU : IsUnit U) :
    fermi (U * diagonal (fun i => (ε i : ℂ)) * U⁻¹) =
      U * diagonal (fun i => ((1 / (1 + Real.exp (ε i)) : ℝ) : ℂ)) * U⁻¹ := by
  have hD : (diagonal (fun i => (ε i : ℂ))).IsHermitian := by
    rw [Matrix.IsHermitian, Matrix.diagonal_conjTranspose]
    congr 1
    funext i
    simp
  have hF : fermi (diagonal (fun i => (ε i : ℂ))) =
      diagonal (fun i => ((1 / (1 + Real.exp (ε i)) : ℝ) : ℂ)) := by
    apply Matrix.inv_eq_right_inv
    rw [Matrix.exp_diagonal, ← Matrix.diagonal_one, Matrix.diagonal_add,
      Matrix.diagonal_mul_diagonal]
    congr 1
    funext i
    have h : (1 : ℝ) + Real.exp (ε i) ≠ 0 := by positivity
    have hc : (1 : ℂ) + Complex.exp (ε i) ≠ 0 := by exact_mod_cast h
    -- the exponential of a function is taken componentwise
    have hpi : NormedSpace.exp (fun j => (ε j : ℂ)) i = NormedSpace.exp (ε i : ℂ) :=
      NormedSpace.map_exp (Pi.evalRingHom (fun _ : n => ℂ) i) (continuous_apply i) _
    show (1 + NormedSpace.exp (fun j => (ε j : ℂ)) i) *
      ((1 / (1 + Real.exp (ε i)) : ℝ) : ℂ) = 1
    rw [hpi, ← Complex.exp_eq_exp_ℂ]
    push_cast
    exact mul_one_div_cancel hc
  rw [fermi_conj hD hU, hF]
```

In the proof, `hF` treats the diagonal case and `fermi_conj` transports it. The diagonalising matrix is given data here; for a Hermitian matrix the spectral theorem provides a unitary one.

## Half filling of every site on two sublattices

Suppose each site belongs to one of two sublattices and \(H_{ij}=0\) whenever \(i\) and \(j\) lie on the same one, including \(i=j\). In a Hückel model of an alternant molecule this means hopping only between the sublattices, with the chemical potential at the common site energy.

Let \(s_i=1\) on one sublattice and \(s_i=-1\) on the other, and let \(S=\mathrm{diag}(s)\), so that \(S^2=1\). Then

\[
(SHS)_{ij}=s_is_jH_{ij}=-H_{ij},
\]

because either \(H_{ij}=0\) or \(s_is_j=-1\). The change of basis and particle–hole symmetry now give

\[
1-\gamma(H)=\gamma(-H)=\gamma(SHS)=S\gamma(H)S .
\]

For \(i,j\) on the same sublattice \(s_is_j=1\), so the \((i,j)\) entry reads \(\delta_{ij}-\gamma_{ij}=\gamma_{ij}\), that is,

\[
2\gamma_{ij}=\delta_{ij}.
\]

Every site has occupation \(1/2\), and distinct sites of the same sublattice have zero density-matrix element.

```lean
/-- If a Hermitian `H` has no entries within either of two sublattices, every site has
occupation `1/2`, and the Fermi matrix vanishes between distinct sites of one sublattice. -/
theorem uniform_density {H : Matrix n n ℂ} (hH : H.IsHermitian) (c : n → Bool)
    (hc : ∀ i j, c i = c j → H i j = 0) :
    (∀ i, fermi H i i = 1 / 2) ∧ ∀ i j, i ≠ j → c i = c j → fermi H i j = 0 := by
  -- s is +1 on one sublattice and -1 on the other
  obtain ⟨s, hsame, hdiff⟩ : ∃ s : n → ℂ, (∀ i j, c i = c j → s i * s j = 1) ∧
      (∀ i j, c i ≠ c j → s i * s j = -1) := by
    refine ⟨fun i => if c i then 1 else -1, fun i j h => ?_, fun i j h => ?_⟩
    · cases hi : c i <;> cases hj : c j <;> simp_all
    · cases hi : c i <;> cases hj : c j <;> simp_all
  have hSS : diagonal s * diagonal s = 1 := by
    rw [Matrix.diagonal_mul_diagonal, ← Matrix.diagonal_one]
    congr 1
    funext i
    exact hsame i i rfl
  have hSi : (diagonal s)⁻¹ = diagonal s := Matrix.inv_eq_right_inv hSS
  have hflip : diagonal s * H * diagonal s = -H := by
    refine Matrix.ext fun i j => ?_
    rw [Matrix.mul_diagonal, Matrix.diagonal_mul, Matrix.neg_apply]
    by_cases h : c i = c j
    · rw [hc i j h]; ring
    · linear_combination H i j * hdiff i j h
  -- the sign flip turns particles into holes
  have key : 1 - fermi H = diagonal s * fermi H * diagonal s := by
    have h := fermi_conj hH (U := diagonal s) ⟨⟨_, _, hSS, hSS⟩, rfl⟩
    rw [hSi, hflip] at h
    rw [one_sub_fermi hH, h]
  have entry : ∀ i j, c i = c j → 2 * fermi H i j = (1 : Matrix n n ℂ) i j := by
    intro i j h
    have hk := congrFun (congrFun key i) j
    rw [Matrix.sub_apply, Matrix.mul_diagonal, Matrix.diagonal_mul] at hk
    linear_combination -hk - fermi H i j * hsame i j h
  constructor
  · intro i
    have h := entry i i rfl
    rw [Matrix.one_apply_eq] at h
    linear_combination h / 2
  · intro i j hij h
    have h2 := entry i j h
    rw [Matrix.one_apply_ne hij] at h2
    linear_combination h2 / 2

end FermiMatrix
```

```lean
#print axioms FermiMatrix.one_sub_fermi
-- 'FermiMatrix.one_sub_fermi' depends on axioms: [propext, Classical.choice, Quot.sound]
#print axioms FermiMatrix.fermi_main
-- 'FermiMatrix.fermi_main' depends on axioms: [propext, Classical.choice, Quot.sound]
#print axioms FermiMatrix.fermi_levels
-- 'FermiMatrix.fermi_levels' depends on axioms: [propext, Classical.choice, Quot.sound]
#print axioms FermiMatrix.uniform_density
-- 'FermiMatrix.uniform_density' depends on axioms: [propext, Classical.choice, Quot.sound]
```

The function `c : n → Bool` names the sublattice of each site, and `hc` is the condition on the entries of `H`. The steps `hflip`, `key` and `entry` are the three displays above. One sublattice may be empty; then \(H=0\) and \(\gamma=\tfrac12 1\).

The occupation \(1/2\) is per spin orbital, so two equivalent spin components give one electron per site. This is a finite-temperature form of the uniform-density theorem for alternant Hückel systems. If \(h\) has no level at \(\mu\), the limit \(T\to0\) with \(h\) and \(\mu\) fixed carries the result over to the ground state, with the lower half of the orbitals filled; this limit is not formalised here. A level at \(\mu\) keeps the occupation \(1/2\) in the limit, so the result need not hold for a ground state that fills such levels differently.

## A singular case without Hermiticity

Take the \(1\times1\) matrix \(H=(i\pi)\), which is not Hermitian. Then \(e^H=-1\) and \(1+e^H=0\), so the first claim already fails. The sublattice condition matters too: for one site with \(H=(\varepsilon)\) and real \(\varepsilon\neq0\), the occupation is \(1/(1+e^\varepsilon)\neq1/2\).

## Keeping temperature and chemical potential explicit

The Fermi matrix could have been defined with separate arguments, as

\[
F(h,\beta,\mu)=\bigl(1+e^{\beta(h-\mu1)}\bigr)^{-1},
\qquad \beta=\frac{1}{k_BT}.
\]

Particle–hole symmetry would then read \(1-F(h,\beta,\mu)=F(-h,\beta,-\mu)\), which shows that the chemical potential changes sign together with the Hamiltonian. The half-filling result would carry the explicit condition that \(\mu\) equals the common site energy, which is now contained in the vanishing diagonal of \(H\). The proofs would be the same after substituting \(H=\beta(h-\mu1)\).
